# Every polynomial vector potential has exactly one polynomial gauge function, up to a constant, that brings it to Fock–Schwinger gauge

On a line, take the vector potential $A(x)=a\,x^k$, with $a$ real and $k\ge 0$ an integer. Adding the derivative of a gauge function $\chi$ gives $A'=A+\chi'$, and we ask for $x\,A'(x)=0$. Try $\chi=c\,x^{k+1}$. Then

$$x\,A'(x)=a\,x^{k+1}+(k+1)\,c\,x^{k+1},$$

so $c=-a/(k+1)$. The factor $x$ has raised the degree to at least one, and the division is therefore always possible. On a line this removes the whole potential, which is possible because there is no magnetic field in one dimension. In more dimensions the same division removes the contraction of the potential with the position vector, but in general not the whole potential.

## Dividing by the degree

Potentials that differ by a gradient describe the same magnetic field. The Fock–Schwinger condition, used here in its purely spatial form, which is also called the Poincaré or multipolar gauge, selects one of them relative to a chosen origin. Let $A_j$ be the components of a potential in $n$ dimensions, each a real polynomial in the coordinates $x_j$. We look for a polynomial $\chi$ with zero constant term such that

$$\sum_j x_j A'_j=0,\qquad A'_j=A_j+\partial_j\chi .$$

Write $x^m=\prod_j x_j^{m_j}$ for a monomial with exponents $m=(m_j)$, and $|m|=\sum_j m_j$ for its total degree. Since $x_j\partial_j x^m=m_j x^m$, summing over $j$ gives

$$\sum_j x_j\partial_j\,x^m=|m|\,x^m .$$

Expand $\sum_j x_jA_j=\sum_m b_m x^m$ and $\chi=\sum_m c_m x^m$. The gauge condition becomes

$$b_m+|m|\,c_m=0\quad\text{for every } m .$$

For $m=0$ it reads $0=0$, because every term of $\sum_j x_jA_j$ contains a coordinate and so $b_0=0$. The constant $c_0$ is free, and we set it to zero. For $m\neq0$ the degree is nonzero and $c_m=-b_m/|m|$ is forced. Only finitely many $b_m$ are nonzero, so $\chi$ is a polynomial. This proves existence and uniqueness together.

If $A$ already satisfies the condition, all $b_m$ vanish and a further $\chi$ must obey $|m|\,c_m=0$. The remaining gauge freedom is a constant.

## The same gauge function as a line integral

Along the ray $t\mapsto tx$, the chain rule gives

$$\frac{d}{dt}\chi(tx)=\sum_j x_j(\partial_j\chi)(tx).$$

The gauge condition at the point $tx$ is

$$t\sum_j x_j\left[A_j(tx)+(\partial_j\chi)(tx)\right]=0 .$$

For $t>0$ we divide by $t$, and then integrate from $0$ to $1$. With $\chi(0)=0$ this gives

$$\chi(x)=-\int_0^1\sum_j x_jA_j(tx)\,dt .$$

If every $A_j$ is homogeneous of degree $d$, then $\sum_j x_jA_j$ is homogeneous of degree $d+1$, and the operator $\sum_j x_j\partial_j$ multiplies it by $d+1$. Hence

$$\chi=-\frac{1}{d+1}\sum_j x_jA_j$$

satisfies the condition. In the limiting case $d=0$ the potential is constant, $\chi=-\sum_j x_jA_j$, and $A'=0$.

For a uniform field $B$ perpendicular to the plane, the Landau-gauge potential is $(-By,0)$, with $d=1$ and contraction $-Bxy$. The formula gives $\chi=Bxy/2$, whose gradient is $(By/2,\,Bx/2)$. The new potential is $(-By/2,\,Bx/2)$, the symmetric gauge, and its contraction with $(x,y)$ is $-Bxy/2+Bxy/2=0$.

In quantum mechanics the wavefunction of a particle of charge $q$ acquires the phase $e^{iq\chi/\hbar}$ (in SI units) under this change of potential, so for polynomial potentials the line integral supplies the phase that relates the exact wavefunction in one gauge to that in Fock–Schwinger gauge. A calculation in a finite basis gives the same energies in both gauges if every basis function is multiplied by this phase; with an unchanged basis the energies can differ.

## Potentials as families of polynomials

```lean
import Mathlib

open MvPolynomial

namespace FockSchwingerGauge

noncomputable section
```

A potential assigns to each index in `Fin n` a polynomial with real coefficients. The indices start at $0$, so in the plane `X 0` is $x$ and `X 1` is $y$.

```lean
/-- A polynomial vector potential on `n`-dimensional space: one real polynomial for each
component. -/
abbrev Potential (n : ℕ) := Fin n → MvPolynomial (Fin n) ℝ
```

The derivative `pderiv j` is the formal one, defined by its action on monomials. The gauge convention is $A+\nabla\chi$, with a plus sign.

```lean
/-- The gradient of a polynomial gauge function. -/
def gradient {n : ℕ} (χ : MvPolynomial (Fin n) ℝ) : Potential n := fun j => pderiv j χ
```

The name `radial` stands for the full contraction $\sum_j x_jA_j$. It is not the radial component of $A$, which would carry a further factor $1/|x|$.

```lean
/-- The contraction `∑ x_j A_j` of a potential with the position vector. -/
def radial {n : ℕ} (A : Potential n) : MvPolynomial (Fin n) ℝ := ∑ j, X j * A j
```

The gauge condition says that this contraction is the zero polynomial.

```lean
/-- The Fock-Schwinger gauge condition `∑ x_j A_j = 0`. -/
def IsFockSchwinger {n : ℕ} (A : Potential n) : Prop := radial A = 0
```

These definitions describe a static potential that is polynomial on all of space. They contain no scalar potential, no wavefunction and no singular sources such as a thin flux line. The step left to the physicist is the passage from a general smooth potential to a polynomial one, for instance by truncating its Taylor series at the origin.

## Coefficients of the radial derivative

Additivity of the contraction lets the contributions of $A$ and $\nabla\chi$ be treated separately.

```lean
variable {n : ℕ}

/-- The contraction with the position vector is additive in the potential. -/
theorem radial_add (A B : Potential n) : radial (A + B) = radial A + radial B := by
  simp [radial, mul_add, Finset.sum_add_distrib]
```

The next lemma allows the division. A sum of non-negative numbers vanishes only if each of them does, so $|m|=0$ forces $m=0$.

```lean
/-- A monomial other than the constant one has nonzero total degree. -/
theorem degree_ne_zero {m : Fin n →₀ ℕ} (hm : m ≠ 0) : (∑ j, (m j : ℝ)) ≠ 0 := by
  intro h
  apply hm
  ext j
  have hj := (Finset.sum_eq_zero_iff_of_nonneg (fun i _ => by positivity)).1 h j
    (Finset.mem_univ j)
  simpa using hj
```

The identity $\sum_j x_j\partial_j x^m=|m|\,x^m$ is stated for coefficients: `coeff m` of the radial derivative is $|m|\,c_m$. The proof checks it for a single monomial, where `X_mul_pderiv_monomial` supplies $x_j\partial_jx^m=m_jx^m$, and then extends it to sums.

```lean
/-- The radial derivative `∑ x_j ∂_j` multiplies the coefficient of each monomial by the total
degree of that monomial. -/
theorem coeff_radial_gradient (χ : MvPolynomial (Fin n) ℝ) (m : Fin n →₀ ℕ) :
    coeff m (radial (gradient χ)) = (∑ j, (m j : ℝ)) * coeff m χ := by
  refine MvPolynomial.induction_on' χ ?_ ?_
  · intro s c
    simp only [radial, gradient, X_mul_pderiv_monomial, coeff_sum, coeff_smul, coeff_monomial]
    by_cases h : s = m
    · subst h
      simp [Finset.sum_mul]
    · simp [h]
  · intro p q hp hq
    have h : gradient (p + q) = gradient p + gradient q := by
      funext j
      simp [gradient]
    rw [h, radial_add, coeff_add, hp, hq, coeff_add]
    ring
```

## Existence, uniqueness and the remaining constant

The symbol `∃!` means that there is exactly one such $\chi$. The condition `constantCoeff χ = 0` fixes the additive constant, which has no effect on the potential.

In the proof, `h0` is $b_0=0$, and `hχ` records $c_m=-b_m/|m|$ for a polynomial built as a finite sum over the monomials of $\sum_j x_jA_j$. At $m=0$ this formula reads $0/0$, which Lean evaluates as $0$, the constant term we want. The remaining goals are the zero constant term, the gauge condition checked coefficient by coefficient, and uniqueness. For the last, any competitor `ψ` satisfies $b_m+|m|\,c_m=0$ with its own coefficients, and solving for $c_m$ gives those of `χ`.

```lean
/-- Every polynomial potential is brought to Fock-Schwinger gauge by exactly one polynomial gauge
function with zero constant term. -/
theorem existsUnique_fockSchwinger (A : Potential n) :
    ∃! χ : MvPolynomial (Fin n) ℝ,
      constantCoeff χ = 0 ∧ IsFockSchwinger (A + gradient χ) := by
  have h0 : coeff 0 (radial A) = 0 := by
    change constantCoeff (radial A) = 0
    simp [radial]
  -- divide each coefficient of `x · A` by its degree
  obtain ⟨χ, hχ⟩ : ∃ χ : MvPolynomial (Fin n) ℝ,
      ∀ m, coeff m χ = -(coeff m (radial A) / ∑ j, (m j : ℝ)) := by
    refine ⟨-∑ m ∈ (radial A).support,
      monomial m (coeff m (radial A) / ∑ j, (m j : ℝ)), fun m => ?_⟩
    rw [coeff_neg, coeff_sum]
    simp only [coeff_monomial, Finset.sum_ite_eq', mem_support_iff]
    split_ifs with h
    · rfl
    · simp [not_not.1 h]
  refine ⟨χ, ⟨?_, ?_⟩, ?_⟩
  · change coeff 0 χ = 0
    rw [hχ, h0]
    simp
  · change radial (A + gradient χ) = 0
    rw [radial_add]
    ext m
    rw [coeff_add, coeff_radial_gradient, hχ, coeff_zero]
    by_cases hm : m = 0
    · subst hm
      rw [h0]
      simp
    · have e := mul_div_cancel_left₀ (coeff m (radial A)) (degree_ne_zero hm)
      rw [mul_div_assoc] at e
      linear_combination -e
  -- uniqueness: the gauge condition fixes every non-constant coefficient
  · rintro ψ ⟨hψ0, hψ⟩
    have hψ0' : coeff 0 ψ = 0 := hψ0
    have h : radial (A + gradient ψ) = 0 := hψ
    rw [radial_add] at h
    ext m
    by_cases hm : m = 0
    · subst hm
      rw [hχ, h0, hψ0']
      simp
    · have k := congrArg (coeff m) h
      rw [coeff_add, coeff_radial_gradient, coeff_zero] at k
      rw [hχ, ← neg_div, eq_div_iff (degree_ne_zero hm)]
      linear_combination k
```

For a potential already in the gauge, the equivalence below says that $\chi$ preserves the condition exactly when it equals its own constant term, written as the constant polynomial `C (constantCoeff χ)`. The forward direction cancels $|m|$ in $|m|\,c_m=0$.

```lean
/-- A gauge transformation of a Fock-Schwinger potential stays in Fock-Schwinger gauge if and only
if the gauge function is constant. -/
theorem residual_gauge_iff {A : Potential n} (hA : IsFockSchwinger A)
    (χ : MvPolynomial (Fin n) ℝ) :
    IsFockSchwinger (A + gradient χ) ↔ χ = C (constantCoeff χ) := by
  have hA' : radial A = 0 := hA
  unfold IsFockSchwinger
  rw [radial_add, hA', zero_add]
  constructor
  · intro h
    ext m
    by_cases hm : m = 0
    · subst hm
      simp [constantCoeff_eq]
    · have k := coeff_radial_gradient χ m
      rw [h, coeff_zero] at k
      rw [coeff_C, if_neg (Ne.symm hm)]
      exact (mul_eq_zero.1 k.symm).resolve_left (degree_ne_zero hm)
  · intro h
    rw [h]
    simp [radial, gradient]
```

## From formal derivatives to an integral

Here `eval (t • x) χ` is the number $\chi(tx)$, and `HasDerivAt` is the derivative of real analysis. The lemma thus connects the formal derivatives with calculus along a ray. Its proof builds the polynomial from constants, sums and multiplication by one further coordinate $x_i$. In the last case, `hj` and `e` reproduce the product rule for $p(tx)\cdot t\,x_i$, where $p$ is the polynomial already treated.

```lean
/-- Chain rule along a ray: the derivative of `χ(t x)` with respect to `t` is
`∑ x_j (∂_j χ)(t x)`. -/
theorem hasDerivAt_ray (χ : MvPolynomial (Fin n) ℝ) (x : Fin n → ℝ) (t : ℝ) :
    HasDerivAt (fun s : ℝ => eval (s • x) χ)
      (∑ j, x j * eval (t • x) (pderiv j χ)) t := by
  induction χ using MvPolynomial.induction_on
  · rename_i a
    simpa using hasDerivAt_const t a
  · rename_i p q hp hq
    simpa only [map_add, mul_add, Finset.sum_add_distrib] using hp.fun_add hq
  · rename_i p i hp
    have hx : HasDerivAt (fun s : ℝ => s * x i) (x i) t := hasDerivAt_mul_const (x i)
    -- Leibniz rule for one further factor `x_i`
    have hj : ∀ j, x j * eval (t • x) (pderiv j (p * X i)) =
        x j * eval (t • x) (pderiv j p) * (t * x i) +
          if j = i then eval (t • x) p * x i else 0 := by
      intro j
      by_cases h : j = i
      · subst h
        rw [if_pos rfl]
        simp only [pderiv_mul, pderiv_X_self, map_add, map_mul, eval_X, map_one,
          Pi.smul_apply, smul_eq_mul]
        ring
      · rw [if_neg h]
        simp only [pderiv_mul, pderiv_X_of_ne (Ne.symm h), map_add, map_mul, eval_X, map_zero,
          Pi.smul_apply, smul_eq_mul]
        ring
    have e : ∑ j, x j * eval (t • x) (pderiv j (p * X i)) =
        (∑ j, x j * eval (t • x) (pderiv j p)) * (t * x i) + eval (t • x) p * x i := by
      rw [Finset.sum_congr rfl (fun j _ => hj j), Finset.sum_add_distrib, ← Finset.sum_mul]
      simp
    rw [e]
    simpa only [map_mul, eval_X, Pi.smul_apply, smul_eq_mul] using hp.fun_mul hx
```

The integral formula holds for any $\chi$ that has zero constant term and brings $A$ to the gauge; the preceding existence theorem guarantees that there is one. The step `ftc` is the fundamental theorem of calculus along the ray, and `hz` gives $\chi(0)=0$. In `hae` the integrands are compared on $0<t\le1$, where the factor $t$ can be cancelled. The single point $t=0$ does not affect the integral.

```lean
/-- A gauge function with zero constant term that brings `A` to Fock-Schwinger gauge is minus the
line integral of `A` along the straight segment from the origin to `x`. -/
theorem gauge_function_eq_line_integral (A : Potential n) (χ : MvPolynomial (Fin n) ℝ)
    (h0 : constantCoeff χ = 0) (h : IsFockSchwinger (A + gradient χ)) (x : Fin n → ℝ) :
    eval x χ = -∫ t in (0 : ℝ)..1, ∑ j, x j * eval (t • x) (A j) := by
  have hcont : Continuous fun t : ℝ => ∑ j, x j * eval (t • x) (pderiv j χ) :=
    continuous_finsetSum _ fun j _ => continuous_const.mul
      (continuous_iff_continuousAt.2 fun t => (hasDerivAt_ray (pderiv j χ) x t).continuousAt)
  have ftc : ∫ t in (0 : ℝ)..1, ∑ j, x j * eval (t • x) (pderiv j χ) =
      eval ((1 : ℝ) • x) χ - eval ((0 : ℝ) • x) χ :=
    intervalIntegral.integral_eq_sub_of_hasDerivAt (fun t _ => hasDerivAt_ray χ x t)
      (hcont.intervalIntegrable 0 1)
  have hz : eval ((0 : ℝ) • x) χ = 0 := by
    have e : eval (0 : Fin n → ℝ) = constantCoeff := by
      apply MvPolynomial.ringHom_ext <;> simp
    rw [zero_smul, e, h0]
  -- away from the origin the gauge condition equates the two integrands up to sign
  have hae : ∫ t in (0 : ℝ)..1, ∑ j, x j * eval (t • x) (A j) =
      ∫ t in (0 : ℝ)..1, -∑ j, x j * eval (t • x) (pderiv j χ) := by
    refine intervalIntegral.integral_congr_ae (Filter.Eventually.of_forall fun t ht => ?_)
    rw [Set.uIoc_of_le zero_le_one] at ht
    have h' : radial (A + gradient χ) = 0 := h
    have k := congrArg (eval (t • x)) h'
    simp only [radial, gradient, Pi.add_apply, map_sum, map_mul, map_add, eval_X,
      Pi.smul_apply, smul_eq_mul, map_zero] at k
    have e : t * (∑ j, x j * eval (t • x) (A j) +
        ∑ j, x j * eval (t • x) (pderiv j χ)) = 0 := by
      refine Eq.trans ?_ k
      rw [← Finset.sum_add_distrib, Finset.mul_sum]
      exact Finset.sum_congr rfl fun j _ => by ring
    linarith [(mul_eq_zero.1 e).resolve_left ht.1.ne']
  rw [hae, intervalIntegral.integral_neg, ftc, hz, one_smul]
  ring
```

## Homogeneous potentials and the uniform field

The hypothesis `hA` requires every component to be homogeneous of the same degree $d$. The zero polynomial counts as homogeneous of every degree, so the Landau-gauge potential qualifies with $d=1$. The proof takes Euler's identity for $\sum_j x_jA_j$ as `hE` and combines it with $-\frac{1}{d+1}(d+1)=-1$.

```lean
/-- If all components of `A` are homogeneous of degree `d`, the gauge function
`-(∑ x_j A_j) / (d + 1)` brings `A` to Fock-Schwinger gauge. -/
theorem homogeneous_gauge_function (A : Potential n) (d : ℕ)
    (hA : ∀ j, (A j).IsHomogeneous d) :
    IsFockSchwinger (A + gradient (C (-1 / ((d : ℝ) + 1)) * radial A)) := by
  have hr : (radial A).IsHomogeneous (d + 1) :=
    IsHomogeneous.sum _ _ _ fun j _ => by
      rw [add_comm]
      exact (isHomogeneous_X ℝ j).mul (hA j)
  -- Euler's identity for `x · A`
  have hE : radial (gradient (radial A)) = (d + 1) • radial A := hr.sum_X_mul_pderiv
  have hc : -1 / ((d : ℝ) + 1) * ((d : ℝ) + 1) = -1 :=
    div_mul_cancel₀ _ (by positivity)
  change radial _ = 0
  rw [radial_add]
  ext m
  have k := congrArg (coeff m) hE
  rw [coeff_radial_gradient, coeff_smul, nsmul_eq_mul] at k
  push_cast at k
  rw [coeff_add, coeff_radial_gradient, coeff_C_mul, coeff_zero]
  linear_combination (-1 / ((d : ℝ) + 1)) * k + coeff m (radial A) * hc
```

The last theorem makes two statements for every real $B$: the gauge function $Bxy/2$ turns the Landau potential into the symmetric one, and the symmetric one satisfies the Fock–Schwinger condition. The first is checked for each component after splitting $B$ into two halves, the second by expanding the two-term contraction.

```lean
/-- In the plane, the gauge function `B x y / 2` carries the Landau-gauge potential `(-B y, 0)` to
the symmetric-gauge potential `(-B y / 2, B x / 2)`, which is in Fock-Schwinger gauge. -/
theorem landau_to_symmetric (B : ℝ) :
    (![-(C B * X 1), 0] : Potential 2) + gradient (C (B / 2) * X 0 * X 1) =
        ![-(C (B / 2) * X 1), C (B / 2) * X 0] ∧
      IsFockSchwinger (![-(C (B / 2) * X 1), C (B / 2) * X 0] : Potential 2) := by
  have hB : (C B : MvPolynomial (Fin 2) ℝ) = C (B / 2) + C (B / 2) := by
    rw [← C_add, add_halves]
  constructor
  · rw [hB]
    funext j
    fin_cases j <;> simp [gradient, pderiv_X]
    ring
  · simp only [IsFockSchwinger, radial, Fin.sum_univ_two, Matrix.cons_val_zero,
      Matrix.cons_val_one]
    ring

end

end FockSchwingerGauge
```

```lean
#print axioms FockSchwingerGauge.existsUnique_fockSchwinger
#print axioms FockSchwingerGauge.gauge_function_eq_line_integral
#print axioms FockSchwingerGauge.homogeneous_gauge_function
#print axioms FockSchwingerGauge.landau_to_symmetric
```

```
'FockSchwingerGauge.existsUnique_fockSchwinger' depends on axioms: [propext, Classical.choice, Quot.sound]
'FockSchwingerGauge.gauge_function_eq_line_integral' depends on axioms: [propext, Classical.choice, Quot.sound]
'FockSchwingerGauge.homogeneous_gauge_function' depends on axioms: [propext, Classical.choice, Quot.sound]
'FockSchwingerGauge.landau_to_symmetric' depends on axioms: [propext, Classical.choice, Quot.sound]
```
